# Calogero's bound on the slope zeros of a zero-energy wave in a monotone attractive well

Suppose a radial integrator multiplies the potential term by too large a factor. It still returns a smooth wave, but the wave may turn too often, and with no independent ceiling on the number of zeros of its slope the surplus can pass unnoticed. For a well whose depth does not increase with radius, one integral supplies a ceiling.

Let $u$ be a nonzero solution on $[0,R]$ of

$$u''=-q^2u,\qquad u(0)=0,$$

where $q>0$ is continuous on $[0,R]$ and differentiable inside, with $q'\le0$. If $u'$ vanishes at $N$ distinct points of $(0,R]$, then

$$N\le\frac{2}{\pi}\int_0^R q(x)\,dx.$$

For a particle of mass $m$ in an attractive potential $V<0$, this is the s-wave radial equation at zero energy, with local wave number $q=\sqrt{2m|V|}/\hbar$. Here $x$ is the radius and $u$ is $x$ times the radial wave function.

## Checking a zero-energy radial integration

A one-particle, single-channel radial code, run for the s wave at zero energy, can count the sign changes of $u'$ during outward integration and compare the count with $(2/\pi)\int_0^R q\,dx$. A clear excess points to a fault in the propagation, the quadrature or the assumed monotonicity. A count below the ceiling does not certify the wave. In a constant well with many slope zeros the ceiling is about twice the true count, so a potential doubled by mistake would pass this test. The comparison needs a tolerance, because equality occurs: for constant $q=k$ and $R=\pi/(2k)$, the wave $\sin kx$ has a slope zero at $R$, and the right-hand side is 1.

Calogero's name is usually attached to a bound on the number of s-wave bound states. The theorem here counts slope zeros; the step to bound states needs the node-counting theorem and, for a well that extends to infinity, the limit $R\to\infty$. Neither is proved here.

## Each slope zero uses up $\pi/2$ of the integral

Write $v=u'$, so $v'=-q^2u$. Two quantities are monotone:

$$\frac{d}{dx}\left[v^2+(qu)^2\right]=2qq'u^2\le0,$$

$$\frac{d}{dx}\left[u^2+(v/q)^2\right]=-\frac{2q'v^2}{q^3}\ge0.$$

If $u$ and $v$ both vanished at $t$, the first would force $u=0$ to the right of $t$ and the second would force it to the left. A nonzero wave therefore has $u(b)\ne0$ at any slope zero $b$.

Let $a$ be the last node of $u$ before $b$. It exists because the nodes in $[0,b]$ form a closed set containing 0. Reverse the sign of $u$ if necessary, so that $u>0$ on $(a,b]$. Then $v'<0$ on $(a,b)$ and $v(b)=0$, which gives $v>0$ on $[a,b)$.

On this arc put $w=qu$ and define the shifted Prüfer phase

$$\theta=\arctan\frac{w-v}{w+v}.$$

The shift keeps the denominator positive at both ends. Since $w'=q'u+qv$ and $v'=-qw$,

$$\theta'=\frac{w'v-wv'}{w^2+v^2}=q+\frac{q'uv}{w^2+v^2}\le q.$$

At $a$, $w=0$ and $\theta=-\pi/4$; at $b$, $v=0$ and $\theta=\pi/4$. Hence $\int_a^b q\,dx\ge\pi/2$.

There is no slope zero strictly between $a$ and $b$, so all earlier ones lie at or before $a$, and their arcs do not overlap $(a,b)$. Adding the arcs gives $N\pi/2\le\int_0^R q\,dx$.

If the integral is below $\pi/2$, there is no slope zero in $(0,R]$. There is no node there either, since Rolle's theorem would place a slope zero between it and the origin.

## The bound in Lean

```lean
import Mathlib

open Set

namespace CalogeroBound

noncomputable section

/-- A zero-energy wave `u` with slope `v` on `[0, R]`, obeying `u'' = -q² u`, where the local
wave number `q` is positive and has slope `dq ≤ 0`. Derivatives are taken inside the interval,
and `q`, `u`, `v` are continuous up to its ends. -/
structure ZeroEnergyWave (R : ℝ) (q dq u v : ℝ → ℝ) : Prop where
  q_cont : ContinuousOn q (Icc 0 R)
  u_cont : ContinuousOn u (Icc 0 R)
  v_cont : ContinuousOn v (Icc 0 R)
  q_pos : ∀ x ∈ Icc 0 R, 0 < q x
  dq_nonpos : ∀ x ∈ Ioo 0 R, dq x ≤ 0
  q_deriv : ∀ x ∈ Ioo 0 R, HasDerivAt q (dq x) x
  u_deriv : ∀ x ∈ Ioo 0 R, HasDerivAt u (v x) x
  v_deriv : ∀ x ∈ Ioo 0 R, HasDerivAt v (-(q x) ^ 2 * u x) x

/-- The Prüfer phase of the wave, shifted by `-π/4`, on an arc where `u` and `v` are
nonnegative and `q u + v ≠ 0`. -/
def phase (q u v : ℝ → ℝ) (x : ℝ) : ℝ :=
  Real.arctan ((q x * u x - v x) / (q x * u x + v x))

namespace ZeroEnergyWave

variable {R : ℝ} {q dq u v : ℝ → ℝ}

/-- Reversing the sign of a zero-energy wave gives a zero-energy wave. -/
theorem neg (h : ZeroEnergyWave R q dq u v) :
    ZeroEnergyWave R q dq (fun x => -u x) (fun x => -v x) :=
  { h with
    u_cont := h.u_cont.neg
    v_cont := h.v_cont.neg
    u_deriv := fun x hx => (h.u_deriv x hx).fun_neg
    v_deriv := fun x hx => (h.v_deriv x hx).fun_neg.congr_deriv (by ring) }

/-- The local oscillator energy `v² + (q u)²` never increases along the wave. -/
theorem energy_antitone (h : ZeroEnergyWave R q dq u v) :
    AntitoneOn (fun x => v x ^ 2 + (q x * u x) ^ 2) (Icc 0 R) := by
  simp only [pow_two]
  have key : ∀ x ∈ Ioo 0 R, HasDerivAt
      (fun x => v x * v x + q x * u x * (q x * u x)) (2 * q x * u x ^ 2 * dq x) x := by
    intro x hx
    have hw := (h.q_deriv x hx).fun_mul (h.u_deriv x hx)
    have hv := h.v_deriv x hx
    exact ((hv.fun_mul hv).fun_add (hw.fun_mul hw)).congr_deriv (by ring)
  have hw := h.q_cont.mul h.u_cont
  refine antitoneOn_of_deriv_nonpos (convex_Icc 0 R)
    ((h.v_cont.mul h.v_cont).add (hw.mul hw)) ?_ ?_ <;> rw [interior_Icc]
  · exact fun x hx => (key x hx).differentiableAt.differentiableWithinAt
  · intro x hx
    rw [(key x hx).deriv]
    have hq := h.q_pos x (Ioo_subset_Icc_self hx)
    exact mul_nonpos_of_nonneg_of_nonpos (by positivity) (h.dq_nonpos x hx)

/-- The squared local amplitude `u² + (v/q)²` never decreases along the wave. -/
theorem amplitude_monotone (h : ZeroEnergyWave R q dq u v) :
    MonotoneOn (fun x => u x ^ 2 + (v x / q x) ^ 2) (Icc 0 R) := by
  simp only [pow_two]
  have key : ∀ x ∈ Ioo 0 R, HasDerivAt
      (fun x => u x * u x + v x / q x * (v x / q x))
      (2 * v x ^ 2 / q x ^ 3 * (-dq x)) x := by
    intro x hx
    have hq := (h.q_pos x (Ioo_subset_Icc_self hx)).ne'
    have hu := h.u_deriv x hx
    have hr := (h.v_deriv x hx).fun_div (h.q_deriv x hx) hq
    refine ((hu.fun_mul hu).fun_add (hr.fun_mul hr)).congr_deriv ?_
    field_simp
    ring
  have hr := h.v_cont.div h.q_cont fun x hx => (h.q_pos x hx).ne'
  refine monotoneOn_of_deriv_nonneg (convex_Icc 0 R)
    ((h.u_cont.mul h.u_cont).add (hr.mul hr)) ?_ ?_ <;> rw [interior_Icc]
  · exact fun x hx => (key x hx).differentiableAt.differentiableWithinAt
  · intro x hx
    rw [(key x hx).deriv]
    have hq := h.q_pos x (Ioo_subset_Icc_self hx)
    exact mul_nonneg (by positivity) (neg_nonneg.2 (h.dq_nonpos x hx))

/-- A wave that vanishes together with its slope at one point of `[0, R]` vanishes on all of
`[0, R]`. -/
theorem eq_zero_of_double_zero (h : ZeroEnergyWave R q dq u v) {t : ℝ} (ht : t ∈ Icc 0 R)
    (hu : u t = 0) (hv : v t = 0) : ∀ x ∈ Icc 0 R, u x = 0 := by
  intro x hx
  rcases le_total x t with hxt | htx
  · -- to the left the amplitude is squeezed to zero
    have h1 : u x ^ 2 + (v x / q x) ^ 2 ≤ u t ^ 2 + (v t / q t) ^ 2 :=
      h.amplitude_monotone hx ht hxt
    rw [hu, hv, zero_div] at h1
    have h2 : u x ^ 2 = 0 := by nlinarith [sq_nonneg (u x), sq_nonneg (v x / q x)]
    exact (pow_eq_zero_iff two_ne_zero).1 h2
  · -- to the right the energy is squeezed to zero
    have h1 : v x ^ 2 + (q x * u x) ^ 2 ≤ v t ^ 2 + (q t * u t) ^ 2 :=
      h.energy_antitone ht hx htx
    rw [hu, hv, mul_zero] at h1
    have h2 : (q x * u x) ^ 2 = 0 := by nlinarith [sq_nonneg (v x), sq_nonneg (q x * u x)]
    exact (mul_eq_zero.1 ((pow_eq_zero_iff two_ne_zero).1 h2)).resolve_left (h.q_pos x hx).ne'

/-- At a point of `(0, R)` where `q u + v > 0`, the phase has derivative
`q + q' u v / ((q u)² + v²)`, with `dq` for `q'`. -/
theorem phase_deriv (h : ZeroEnergyWave R q dq u v) {x : ℝ} (hx : x ∈ Ioo 0 R)
    (hs : 0 < q x * u x + v x) : HasDerivAt (phase q u v)
      (q x + dq x * u x * v x / ((q x * u x) ^ 2 + v x ^ 2)) x := by
  have hw := (h.q_deriv x hx).fun_mul (h.u_deriv x hx)
  have hv : HasDerivAt v (-(q x * (q x * u x))) x := (h.v_deriv x hx).congr_deriv (by ring)
  refine ((hw.fun_sub hv).fun_div (hw.fun_add hv) hs.ne').arctan.congr_deriv ?_
  generalize q x * u x = w at hs ⊢
  have hD : w ^ 2 + v x ^ 2 ≠ 0 := by nlinarith [mul_pos hs hs, sq_nonneg (w - v x)]
  have hs' := hs.ne'
  have e : 1 + ((w - v x) / (w + v x)) ^ 2 = 2 * (w ^ 2 + v x ^ 2) / (w + v x) ^ 2 := by
    field_simp
    ring
  rw [e]
  field_simp
  ring

/-- Let `0 ≤ a` and `b ≤ R`. If `u > 0` on `(a, b]` and the slope vanishes at `b`, the slope is
positive on `[a, b)`. -/
theorem slope_pos (h : ZeroEnergyWave R q dq u v) {a b : ℝ} (ha : 0 ≤ a) (hb : b ≤ R)
    (hvb : v b = 0) (hu : ∀ x ∈ Ioc a b, 0 < u x) : ∀ x ∈ Ico a b, 0 < v x := by
  have anti : StrictAntiOn v (Icc a b) := by
    refine strictAntiOn_of_deriv_neg (convex_Icc a b)
      (h.v_cont.mono (Icc_subset_Icc ha hb)) ?_
    rw [interior_Icc]
    intro x hx
    have hx' : x ∈ Ioo 0 R := ⟨ha.trans_lt hx.1, hx.2.trans_le hb⟩
    rw [(h.v_deriv x hx').deriv]
    have hq := h.q_pos x (Ioo_subset_Icc_self hx')
    have := mul_pos (pow_pos hq 2) (hu x ⟨hx.1, hx.2.le⟩)
    linarith
  intro x hx
  have := anti ⟨hx.1, hx.2.le⟩ ⟨hx.1.trans hx.2.le, le_refl b⟩ hx.2
  rwa [hvb] at this

/-- A quarter wave within `[0, R]`, from a node `a` to a later zero `b` of the slope with `u > 0` on
`(a, b]`, costs at least `π/2` of the integral of `q`. -/
theorem quarter_wave (h : ZeroEnergyWave R q dq u v) {a b : ℝ} (ha : 0 ≤ a) (hab : a < b)
    (hb : b ≤ R) (hua : u a = 0) (hvb : v b = 0) (hu : ∀ x ∈ Ioc a b, 0 < u x) :
    Real.pi / 2 ≤ ∫ x in a..b, q x := by
  have hv := h.slope_pos ha hb hvb hu
  have sub : Icc a b ⊆ Icc 0 R := Icc_subset_Icc ha hb
  have hs : ∀ x ∈ Icc a b, 0 < q x * u x + v x := by
    intro x hx
    rcases hx.1.eq_or_lt with e | l
    · rw [← e, hua, mul_zero, zero_add]
      exact hv a ⟨le_refl a, hab⟩
    · have hqu := mul_pos (h.q_pos x (sub hx)) (hu x ⟨l, hx.2⟩)
      rcases hx.2.eq_or_lt with e | l'
      · have : v x = 0 := by rw [e, hvb]
        linarith
      · linarith [hv x ⟨hx.1, l'⟩]
  have hq := h.q_cont.mono sub
  have hw := hq.mul (h.u_cont.mono sub)
  have hcont : ContinuousOn (phase q u v) (Icc a b) :=
    Real.continuous_arctan.comp_continuousOn ((hw.sub (h.v_cont.mono sub)).div
      (hw.add (h.v_cont.mono sub)) fun x hx => (hs x hx).ne')
  have hin : ∀ x ∈ Ioo a b, x ∈ Ioo 0 R := fun x hx =>
    ⟨ha.trans_lt hx.1, hx.2.trans_le hb⟩
  -- a falling wave number only slows the phase on this arc
  have hle : ∀ x ∈ Ioo a b,
      q x + dq x * u x * v x / ((q x * u x) ^ 2 + v x ^ 2) ≤ q x := by
    intro x hx
    have h1 := mul_nonneg (neg_nonneg.2 (h.dq_nonpos x (hin x hx)))
      (mul_pos (hu x ⟨hx.1, hx.2.le⟩) (hv x ⟨hx.1.le, hx.2⟩)).le
    have h2 : dq x * u x * v x / ((q x * u x) ^ 2 + v x ^ 2) ≤ 0 :=
      div_nonpos_of_nonpos_of_nonneg (by linarith) (by positivity)
    linarith
  have main := intervalIntegral.sub_le_integral_of_hasDeriv_right_of_le hab.le hcont
    (fun x hx => (h.phase_deriv (hin x hx) (hs x (Ioo_subset_Icc_self hx))).hasDerivWithinAt)
    hq.integrableOn_Icc hle
  have ea : (q a * u a - v a) / (q a * u a + v a) = -1 := by
    rw [div_eq_iff (hs a ⟨le_refl a, hab.le⟩).ne', hua]; ring
  have eb : (q b * u b - v b) / (q b * u b + v b) = 1 := by
    rw [div_eq_iff (hs b ⟨hab.le, le_refl b⟩).ne', hvb]; ring
  simp only [phase, ea, eb, Real.arctan_neg, Real.arctan_one] at main
  linarith

/-- For a nonzero wave with `u 0 = 0`, each zero `b` of the slope in `(0, R]` is preceded by a
node `a` such that the slope has no zero between them and `q` integrates to at least `π/2`. -/
theorem exists_last_node (h : ZeroEnergyWave R q dq u v) (hu0 : u 0 = 0)
    (hne : ∃ x ∈ Icc 0 R, u x ≠ 0) {b : ℝ} (hb : b ∈ Ioc 0 R) (hvb : v b = 0) :
    ∃ a ∈ Ico 0 b, u a = 0 ∧ (∀ x ∈ Ioo a b, v x ≠ 0) ∧
      Real.pi / 2 ≤ ∫ x in a..b, q x := by
  have hub : u b ≠ 0 := fun h0 => by
    obtain ⟨x, hx, hux⟩ := hne
    exact hux (h.eq_zero_of_double_zero ⟨hb.1.le, hb.2⟩ h0 hvb x hx)
  -- the nodes in `[0, b]` form a compact set, so there is a last one
  have hK : IsClosed (Icc 0 b ∩ u ⁻¹' {0}) :=
    (h.u_cont.mono (Icc_subset_Icc le_rfl hb.2)).preimage_isClosed_of_isClosed
      isClosed_Icc isClosed_singleton
  obtain ⟨a, ⟨ha, hua⟩, hmax⟩ :=
    (isCompact_Icc.of_isClosed_subset hK inter_subset_left).exists_isGreatest
      ⟨0, ⟨le_refl 0, hb.1.le⟩, hu0⟩
  have hua' : u a = 0 := hua
  have hab : a < b := lt_of_le_of_ne ha.2 fun e => hub (e ▸ hua')
  have hnz : ∀ x ∈ Ioc a b, u x ≠ 0 := fun x hx h0 =>
    absurd (hmax ⟨⟨ha.1.trans hx.1.le, hx.2⟩, h0⟩) (not_le_of_gt hx.1)
  have pos : ∀ w : ℝ → ℝ, ContinuousOn w (Icc 0 R) → (∀ x ∈ Ioc a b, w x ≠ 0) →
      0 < w b → ∀ x ∈ Ioc a b, 0 < w x := by
    intro w hw hwnz hwb x hx
    by_contra hneg
    obtain ⟨y, hy, hy0⟩ := intermediate_value_Icc hx.2
      (hw.mono (Icc_subset_Icc (ha.1.trans hx.1.le) hb.2)) ⟨not_lt.1 hneg, hwb.le⟩
    exact hwnz y ⟨hx.1.trans_le hy.1, hy.2⟩ hy0
  refine ⟨a, ⟨ha.1, hab⟩, hua', ?_⟩
  rcases lt_or_gt_of_ne hub with hlt | hgt
  · have p := pos (fun x => -u x) h.u_cont.neg (fun x hx => neg_ne_zero.2 (hnz x hx))
      (neg_pos.2 hlt)
    have hvb' : -v b = 0 := by rw [hvb, neg_zero]
    have hua'' : -u a = 0 := by rw [hua', neg_zero]
    exact ⟨fun x hx => (neg_pos.1 (h.neg.slope_pos ha.1 hb.2 hvb' p x ⟨hx.1.le, hx.2⟩)).ne,
      h.neg.quarter_wave ha.1 hab hb.2 hua'' hvb' p⟩
  · have p := pos u h.u_cont hnz hgt
    exact ⟨fun x hx => (h.slope_pos ha.1 hb.2 hvb p x ⟨hx.1.le, hx.2⟩).ne',
      h.quarter_wave ha.1 hab hb.2 hua' hvb p⟩

/-- **Calogero's bound.** For a nonzero zero-energy wave with `u 0 = 0`, the number of distinct
points of `(0, R]` at which the slope vanishes is at most `(2/π) ∫ q` over `[0, R]`. -/
theorem calogero_bound (h : ZeroEnergyWave R q dq u v) (hu0 : u 0 = 0)
    (hne : ∃ x ∈ Icc 0 R, u x ≠ 0) (S : Finset ℝ) (hS : ∀ x ∈ S, x ∈ Ioc 0 R ∧ v x = 0) :
    (S.card : ℝ) ≤ 2 / Real.pi * ∫ x in (0 : ℝ)..R, q x := by
  have hR : 0 ≤ R := by
    obtain ⟨x, hx, _⟩ := hne
    exact hx.1.trans hx.2
  have ii : ∀ a b, 0 ≤ a → a ≤ b → b ≤ R →
      IntervalIntegrable q MeasureTheory.volume a b := fun a b ha hab hb =>
    (h.q_cont.mono (Icc_subset_Icc ha hb)).intervalIntegrable_of_Icc hab
  have nn : ∀ a b, 0 ≤ a → a ≤ b → b ≤ R → 0 ≤ ∫ x in a..b, q x := fun a b ha hab hb =>
    intervalIntegral.integral_nonneg hab fun x hx =>
      (h.q_pos x ⟨ha.trans hx.1, hx.2.trans hb⟩).le
  have key : ∀ T : Finset ℝ, ∀ b ∈ Icc 0 R, (∀ x ∈ T, x ∈ Ioc 0 b ∧ v x = 0) →
      (T.card : ℝ) * (Real.pi / 2) ≤ ∫ x in (0 : ℝ)..b, q x := by
    intro T
    induction T using Finset.induction_on_max with
    | empty =>
      intro b hb _
      rw [Finset.card_empty, Nat.cast_zero, zero_mul]
      exact nn 0 b le_rfl hb.1 hb.2
    | insert t s hlt ih =>
      intro b hb hs
      obtain ⟨ht, hvt⟩ := hs t (Finset.mem_insert_self t s)
      have htR : t ≤ R := ht.2.trans hb.2
      obtain ⟨c, hc, _, hcv, hq⟩ := h.exists_last_node hu0 hne ⟨ht.1, htR⟩ hvt
      -- all earlier zeros of the slope lie at or before the last node `c`
      have h1 := ih c ⟨hc.1, hc.2.le.trans htR⟩ fun x hx => by
        have hx' := hs x (Finset.mem_insert_of_mem hx)
        exact ⟨⟨hx'.1.1, not_lt.1 fun hcx => hcv x ⟨hcx, hlt x hx⟩ hx'.2⟩, hx'.2⟩
      have e1 := intervalIntegral.integral_add_adjacent_intervals
        (ii 0 c le_rfl hc.1 (hc.2.le.trans htR)) (ii c t hc.1 hc.2.le htR)
      have e2 := intervalIntegral.integral_add_adjacent_intervals
        (ii 0 t le_rfl ht.1.le htR) (ii t b ht.1.le ht.2 hb.2)
      have h2 := nn t b ht.1.le ht.2 hb.2
      rw [Finset.card_insert_of_notMem fun hm => lt_irrefl t (hlt t hm)]
      push_cast
      linarith
  have := key S R ⟨hR, le_refl R⟩ hS
  rw [div_mul_eq_mul_div, le_div_iff₀ Real.pi_pos]
  linarith

/-- If `q` integrates to less than `π/2` over `[0, R]`, a nonzero wave with `u 0 = 0` has
neither a zero of the slope nor a node in `(0, R]`. -/
theorem no_zero_of_weak (h : ZeroEnergyWave R q dq u v) (hu0 : u 0 = 0)
    (hne : ∃ x ∈ Icc 0 R, u x ≠ 0) (hweak : ∫ x in (0 : ℝ)..R, q x < Real.pi / 2) :
    ∀ x ∈ Ioc 0 R, v x ≠ 0 ∧ u x ≠ 0 := by
  have hv : ∀ x ∈ Ioc 0 R, v x ≠ 0 := by
    intro x hx h0
    have := h.calogero_bound hu0 hne {x} fun y hy => by
      rw [Finset.mem_singleton.1 hy]
      exact ⟨hx, h0⟩
    rw [Finset.card_singleton, Nat.cast_one, div_mul_eq_mul_div,
      le_div_iff₀ Real.pi_pos] at this
    linarith
  refine fun x hx => ⟨hv x hx, fun h0 => ?_⟩
  -- by Rolle, a node would force an earlier zero of the slope
  obtain ⟨c, hc, hc0⟩ := exists_hasDerivAt_eq_zero hx.1
    (h.u_cont.mono (Icc_subset_Icc le_rfl hx.2)) (hu0.trans h0.symm)
    fun y hy => h.u_deriv y ⟨hy.1, hy.2.trans_le hx.2⟩
  exact hv c ⟨hc.1, hc.2.le.trans hx.2⟩ hc0

end ZeroEnergyWave

/-- For constant `q = k > 0` and `R = π/(2k)`, the wave `sin (k x)` has zero slope at `R`, and
`(2/π) ∫ q` over `[0, R]` equals one. -/
theorem constant_well_attains {k : ℝ} (hk : 0 < k) :
    ZeroEnergyWave (Real.pi / (2 * k)) (fun _ => k) (fun _ => 0)
      (fun x => Real.sin (k * x)) (fun x => k * Real.cos (k * x)) ∧
    k * Real.cos (k * (Real.pi / (2 * k))) = 0 ∧
    2 / Real.pi * ∫ _x in (0 : ℝ)..(Real.pi / (2 * k)), k = 1 := by
  have hl : ∀ x : ℝ, HasDerivAt (fun y => k * y) k x := fun x => by
    simpa using (hasDerivAt_id x).const_mul k
  have hk' := hk.ne'
  have hpi := Real.pi_ne_zero
  refine ⟨⟨by fun_prop, by fun_prop, by fun_prop, fun _ _ => hk, fun _ _ => le_rfl,
    fun x _ => hasDerivAt_const x k, fun x _ => (hl x).sin.congr_deriv (by ring),
    fun x _ => ((hl x).cos.const_mul k).congr_deriv (by ring)⟩, ?_, ?_⟩
  · have e : k * (Real.pi / (2 * k)) = Real.pi / 2 := by field_simp
    rw [e, Real.cos_pi_div_two, mul_zero]
  · rw [intervalIntegral.integral_const, smul_eq_mul, sub_zero]
    field_simp

end

end CalogeroBound
```

```lean
#print axioms CalogeroBound.ZeroEnergyWave.calogero_bound
#print axioms CalogeroBound.ZeroEnergyWave.no_zero_of_weak
#print axioms CalogeroBound.constant_well_attains
```

```
'CalogeroBound.ZeroEnergyWave.calogero_bound' depends on axioms: [propext, Classical.choice, Quot.sound]
'CalogeroBound.ZeroEnergyWave.no_zero_of_weak' depends on axioms: [propext, Classical.choice, Quot.sound]
'CalogeroBound.constant_well_attains' depends on axioms: [propext, Classical.choice, Quot.sound]
```

## Continuous waves, finite range and falling wave number

`ZeroEnergyWave R q dq u v` collects the assumptions on the well and the wave, with `dq` for $q'$ and `v` for $u'$. Derivatives are required inside the interval and continuity up to its ends; `dq` need not be continuous. The boundary condition is `hu0`, and `hne` says that $u$ is nonzero somewhere on $[0,R]$. In `calogero_bound`, `S` is any finite set of slope zeros in $(0,R]$, and `S.card` is $N$.

The proof follows the derivation:

- `energy_antitone` and `amplitude_monotone` supply the monotone quantities, and `eq_zero_of_double_zero` combines them.
- `slope_pos` and `phase_deriv` feed `quarter_wave`, where a Mathlib inequality bounds the rise of the phase by the integral of $q$.
- `exists_last_node` finds $a$ by compactness and uses `neg` for negative arcs.
- `calogero_bound` adds the arcs by induction on the largest element of `S`.

`no_zero_of_weak` is the case below $\pi/2$, and `constant_well_attains` is the equality example.

The hypotheses exclude potentials singular at the origin, wells with a step or a kink inside $(0,R)$, wells that reach zero within $[0,R]$, and wells that deepen with radius anywhere in that interval. There is no centrifugal term, and $R$ is finite. The theorem concerns the solution of the differential equation, so discretisation and rounding errors in a computed wave or integral need their own estimates.
